# Wick expansion of $(A+B)^n$ when $[A,B]$ commutes with $A$ and $B$

Let $R$ be an associative algebra with unit over $\mathbb{Q}$, and let $A,B\in R$ have a commutator $c=AB-BA$ that commutes with both of them. We call $A$ the annihilation part and $B$ the creation part of the field $A+B$, and a product is normal ordered when every $B$ stands to the left of every $A$.

```lean
import Mathlib

open Finset
open scoped Nat Polynomial

namespace WickFieldPower

noncomputable section

variable {R : Type*} [Ring R] [Algebra ℚ R] {A B c : R}

/-- The divided power `x^k / k!` of an operator. -/
def divPow (x : R) (k : ℕ) : R := ((k ! : ℚ)⁻¹) • x ^ k

/-- The normal-ordered power of the field `A + B`, divided by `n!`:
every `B` stands to the left of every `A`. -/
def normalPow (A B : R) (n : ℕ) : R :=
  ∑ p ∈ antidiagonal n, divPow B p.1 * divPow A p.2

/-- The pairing weights of a contraction `c`: the coefficients of the formal series
`exp (c t² / 2)` in powers of `t`, given by their recursion. -/
def pairing (c : R) : ℕ → R
  | 0 => 1
  | 1 => 0
  | i + 2 => (((i + 2 : ℕ) : ℚ)⁻¹) • (c * pairing c i)

/-- Leibniz rule for the coefficients of a product of two operator-valued series. -/
theorem cauchy_leibniz (f g : ℕ → R) (n : ℕ) :
    ((n + 1 : ℕ) : ℚ) • ∑ p ∈ antidiagonal (n + 1), f p.1 * g p.2 =
      ∑ p ∈ antidiagonal n, (((p.1 + 1 : ℕ) : ℚ) • f (p.1 + 1)) * g p.2 +
      ∑ p ∈ antidiagonal n, f p.1 * (((p.2 + 1 : ℕ) : ℚ) • g (p.2 + 1)) := by
  have h1 : ∑ p ∈ antidiagonal (n + 1), (p.1 : ℚ) • (f p.1 * g p.2) =
      ∑ p ∈ antidiagonal n, (((p.1 + 1 : ℕ) : ℚ) • f (p.1 + 1)) * g p.2 := by
    rw [Finset.Nat.sum_antidiagonal_succ]
    simp only [Nat.cast_zero, zero_smul, zero_add, smul_mul_assoc]
  have h2 : ∑ p ∈ antidiagonal (n + 1), (p.2 : ℚ) • (f p.1 * g p.2) =
      ∑ p ∈ antidiagonal n, f p.1 * (((p.2 + 1 : ℕ) : ℚ) • g (p.2 + 1)) := by
    rw [Finset.Nat.sum_antidiagonal_succ']
    simp only [Nat.cast_zero, zero_smul, zero_add, mul_smul_comm]
  rw [← h1, ← h2, ← sum_add_distrib, smul_sum]
  refine sum_congr rfl fun p hp => ?_
  rw [← add_smul, ← mem_antidiagonal.mp hp, Nat.cast_add]

/-- Multiplying the `k`-th divided power by its operator gives `k + 1` times the next one. -/
theorem succ_smul_divPow (x : R) (k : ℕ) :
    ((k + 1 : ℕ) : ℚ) • divPow x (k + 1) = x * divPow x k := by
  have h : (k ! : ℚ) ≠ 0 := by exact_mod_cast k.factorial_ne_zero
  simp only [divPow, mul_smul_comm]
  rw [smul_smul, ← pow_succ']
  congr 1
  rw [Nat.factorial_succ]
  push_cast
  field_simp

/-- Moving `A` to the right through a divided power of `B` of positive degree adds `c` times the
divided power of one degree less. -/
theorem mul_divPow_succ (hc : A * B - B * A = c) (hB : Commute c B) (j : ℕ) :
    A * divPow B (j + 1) = divPow B (j + 1) * A + c * divPow B j := by
  have hAB : A * B = B * A + c := by rw [← hc]; abel
  induction j with
  | zero => simpa [divPow] using hAB
  | succ j ih =>
    have hs := succ_smul_divPow B (j + 1)
    have hj := succ_smul_divPow B j
    have hne : ((j + 1 + 1 : ℕ) : ℚ) ≠ 0 := by positivity
    -- compare both sides after multiplication by the degree
    apply smul_right_injective R hne
    change ((j + 1 + 1 : ℕ) : ℚ) • (A * divPow B (j + 1 + 1)) =
      ((j + 1 + 1 : ℕ) : ℚ) • (divPow B (j + 1 + 1) * A + c * divPow B (j + 1))
    rw [smul_add, ← mul_smul_comm, ← smul_mul_assoc, hs, ← mul_assoc, hAB, add_mul,
      mul_assoc B A, ih, mul_add, ← mul_assoc B c, ← hB.eq, mul_assoc c B, ← hj,
      mul_smul_comm, ← mul_assoc B]
    push_cast
    module

/-- The field times `normalPow A B n` is `n + 1` times the next normal-ordered power plus, for `n ≥
1`, `c` times the previous one (each divided by its factorial). -/
theorem field_mul_normalPow (hc : A * B - B * A = c) (hB : Commute c B) :
    (A + B) * normalPow A B 0 = normalPow A B 1 ∧
    ∀ m, (A + B) * normalPow A B (m + 1) =
      ((m + 1 + 1 : ℕ) : ℚ) • normalPow A B (m + 1 + 1) + c * normalPow A B m := by
  have h0 : ∀ x : R, divPow x 0 = 1 := fun x => by simp [divPow]
  refine ⟨?_, fun m => ?_⟩
  · simp [normalPow, divPow, Finset.Nat.antidiagonal_succ]
  · have key : ∑ p ∈ antidiagonal (m + 1), A * (divPow B p.1 * divPow A p.2) =
        ∑ p ∈ antidiagonal (m + 1), divPow B p.1 * (A * divPow A p.2) +
          c * normalPow A B m := by
      rw [Finset.Nat.sum_antidiagonal_succ, Finset.Nat.sum_antidiagonal_succ, normalPow,
        mul_sum, add_assoc, ← sum_add_distrib]
      congr 1
      · simp only [h0, one_mul]
      · refine sum_congr rfl fun p _ => ?_
        rw [← mul_assoc A, mul_divPow_succ hc hB, add_mul, mul_assoc, mul_assoc]
    have hl := cauchy_leibniz (divPow B) (divPow A) (m + 1)
    simp only [succ_smul_divPow, mul_assoc B] at hl
    change _ = ((m + 1 + 1 : ℕ) : ℚ) • (∑ p ∈ antidiagonal (m + 1 + 1),
      divPow B p.1 * divPow A p.2) + _
    rw [hl, normalPow, add_mul, mul_sum, mul_sum, key]
    abel

/-- The pairing weights commute with everything that commutes with the contraction. -/
theorem pairing_commute {x : R} (h : Commute c x) : ∀ i, Commute (pairing c i) x
  | 0 => by rw [pairing]; exact Commute.one_left x
  | 1 => by rw [pairing]; exact Commute.zero_left x
  | i + 2 => by
    rw [pairing]
    exact (h.mul_left (pairing_commute h i)).smul_left _

/-- The even pairing weights are `c^l / (l! 2^l)` and the odd ones vanish. -/
theorem pairing_values (c : R) (l : ℕ) :
    pairing c (2 * l) = ((l ! * 2 ^ l : ℚ)⁻¹) • c ^ l ∧ pairing c (2 * l + 1) = 0 := by
  induction l with
  | zero => simp [pairing]
  | succ l ih =>
    constructor
    · change pairing c (2 * l + 2) = _
      rw [pairing, ih.1, mul_smul_comm, smul_smul, ← pow_succ', ← mul_inv]
      congr 2
      rw [Nat.factorial_succ]
      push_cast
      ring
    · change pairing c (2 * l + 1 + 2) = 0
      rw [pairing, ih.2, mul_zero, smul_zero]

/-- The `n`-th power of the field is `n!` times the `n`-th coefficient of the product of two series,
whose coefficients are the pairing weights and the values of `normalPow A B`. -/
theorem field_pow_eq_pairing (hc : A * B - B * A = c) (hA : Commute c A)
    (hB : Commute c B) (n : ℕ) :
    (A + B) ^ n = (n ! : ℚ) • ∑ p ∈ antidiagonal n, pairing c p.1 * normalPow A B p.2 := by
  obtain ⟨hz, hs⟩ := field_mul_normalPow hc hB
  induction n with
  | zero => simp [pairing, normalPow, divPow]
  | succ n ih =>
    have step : ((n + 1 : ℕ) : ℚ) • ∑ p ∈ antidiagonal (n + 1),
        pairing c p.1 * normalPow A B p.2 =
        (A + B) * ∑ p ∈ antidiagonal n, pairing c p.1 * normalPow A B p.2 := by
      have hm : ∀ i y, (A + B) * (pairing c i * y) = pairing c i * ((A + B) * y) :=
        fun i y => by
          rw [← mul_assoc, ← (pairing_commute (hA.add_right hB) i).eq, mul_assoc]
      rw [cauchy_leibniz, mul_sum]
      simp only [hm]
      cases n with
      | zero => simp [pairing, hz]
      | succ n =>
        -- a raised pairing weight matches a contraction in the normal-ordered power
        have h1 : ∑ p ∈ antidiagonal (n + 1),
            (((p.1 + 1 : ℕ) : ℚ) • pairing c (p.1 + 1)) * normalPow A B p.2 =
            ∑ p ∈ antidiagonal n, pairing c p.1 * (c * normalPow A B p.2) := by
          have hp1 : pairing c 1 = 0 := by rw [pairing]
          rw [Finset.Nat.sum_antidiagonal_succ]
          simp only [zero_add, hp1, smul_zero, zero_mul]
          refine sum_congr rfl fun p _ => ?_
          have hne : ((p.1 + 2 : ℕ) : ℚ) ≠ 0 := by positivity
          change (((p.1 + 2 : ℕ) : ℚ) • pairing c (p.1 + 2)) * normalPow A B p.2 = _
          rw [pairing, smul_smul, mul_inv_cancel₀ hne, one_smul,
            ← (pairing_commute (Commute.refl c) p.1).eq, mul_assoc]
        rw [h1, Finset.Nat.sum_antidiagonal_succ', Finset.Nat.sum_antidiagonal_succ']
        simp only [hs, hz, mul_add, sum_add_distrib, zero_add, Nat.cast_one, one_smul]
        abel
    rw [pow_succ', ih, mul_smul_comm, ← step, smul_smul, Nat.factorial_succ]
    congr 1
    push_cast
    ring

/-- Wick expansion of a power of a field: `l` counts the contractions, and the
remaining `n - 2l` factors are normal ordered. -/
theorem wick_expansion (hc : A * B - B * A = c) (hA : Commute c A)
    (hB : Commute c B) (n : ℕ) :
    (A + B) ^ n = ∑ l ∈ range (n / 2 + 1), ∑ p ∈ antidiagonal (n - 2 * l),
      ((n ! : ℚ) / (p.1 ! * p.2 ! * l ! * 2 ^ l)) • (c ^ l * B ^ p.1 * A ^ p.2) := by
  have h : ∑ l ∈ range (n / 2 + 1), pairing c (2 * l) * normalPow A B (n - 2 * l) =
      ∑ p ∈ antidiagonal n, pairing c p.1 * normalPow A B p.2 := by
    -- only even pairing weights survive
    apply Finset.sum_of_injOn (fun l => (2 * l, n - 2 * l))
    · intro a _ b _ hab
      have h' : 2 * a = 2 * b := congrArg Prod.fst hab
      omega
    · intro l hl
      have hl' := mem_range.mp (mem_coe.mp hl)
      exact mem_coe.mpr (mem_antidiagonal.mpr (by change 2 * l + (n - 2 * l) = n; omega))
    · intro p hp hnot
      have hp' := mem_antidiagonal.mp hp
      obtain ⟨l, hl | hl⟩ := p.1.even_or_odd'
      · exact absurd ⟨l, mem_coe.mpr (mem_range.mpr (by omega)),
          Prod.ext hl.symm (by change n - 2 * l = p.2; omega)⟩ hnot
      · rw [hl, (pairing_values c l).2, zero_mul]
    · intro l _
      rfl
  rw [field_pow_eq_pairing hc hA hB, ← h, smul_sum]
  refine sum_congr rfl fun l _ => ?_
  rw [(pairing_values c l).1, normalPow, mul_sum, smul_sum]
  refine sum_congr rfl fun p _ => ?_
  simp only [divPow, smul_mul_assoc, mul_smul_comm, smul_smul, mul_assoc]
  congr 1
  ring

/-- The operators `d/dX` and multiplication by `X` on polynomials have commutator `1`,
and the constant coefficient of `T 1` vanishes for `T = X S` and for `T = S d/dX`. -/
theorem wick_expansion_witness :
    let D : Module.End ℚ ℚ[X] := Polynomial.derivative
    let M : Module.End ℚ ℚ[X] := LinearMap.mulLeft ℚ Polynomial.X
    D * M - M * D = 1 ∧ Commute 1 D ∧ Commute 1 M ∧
      ∀ S : Module.End ℚ ℚ[X], ((M * S) 1).coeff 0 = 0 ∧ ((S * D) 1).coeff 0 = 0 := by
  intro D M
  refine ⟨?_, Commute.one_left D, Commute.one_left M, fun S => ⟨?_, ?_⟩⟩
  · apply LinearMap.ext
    intro p
    simp [D, M, Polynomial.derivative_mul]
  · simp [M, Polynomial.mul_coeff_zero]
  · simp [D]

/-- Moments of the field in a functional `ω` that vanishes on every `B x` and every `x A`:
odd moments are zero, and the moment of order `2m` is `(2m)! / (m! 2^m)` times `ω (c^m)`. -/
theorem vacuum_moments (hc : A * B - B * A = c) (hA : Commute c A) (hB : Commute c B)
    (ω : R →ₗ[ℚ] ℚ) (hl : ∀ x, ω (B * x) = 0) (hr : ∀ x, ω (x * A) = 0) (m : ℕ) :
    ω ((A + B) ^ (2 * m)) = ((2 * m)! : ℚ) / (m ! * 2 ^ m) * ω (c ^ m) ∧
      ω ((A + B) ^ (2 * m + 1)) = 0 := by
  have main : ∀ n, ω ((A + B) ^ n) = (n ! : ℚ) * ω (pairing c n) := by
    intro n
    rw [field_pow_eq_pairing hc hA hB, map_smul, smul_eq_mul, map_sum,
      Finset.sum_eq_single (n, 0)]
    · simp [normalPow, divPow]
    · intro p hp hne
      have hp' := mem_antidiagonal.mp hp
      rw [normalPow, mul_sum, map_sum]
      refine sum_eq_zero fun q hq => ?_
      obtain ⟨i, k⟩ := q
      have hik : i + k = p.2 := mem_antidiagonal.mp hq
      change ω (pairing c p.1 * (divPow B i * divPow A k)) = 0
      rcases k with _ | k
      · rcases i with _ | i
        · exact absurd (Prod.ext (by change p.1 = n; omega) (by change p.2 = 0; omega)) hne
        · -- a leftmost creation part is annihilated by the functional
          have e : pairing c p.1 * (B * B ^ i) = B * (pairing c p.1 * B ^ i) := by
            rw [← mul_assoc, (pairing_commute hB p.1).eq, mul_assoc]
          simp [divPow, pow_succ', e, hl]
      · have e : pairing c p.1 * (divPow B i * (A ^ k * A)) =
            (pairing c p.1 * (divPow B i * A ^ k)) * A := by simp only [mul_assoc]
        rw [divPow.eq_1 A, pow_succ, mul_smul_comm, mul_smul_comm, map_smul, e, hr, smul_zero]
    · intro h
      exact absurd (mem_antidiagonal.mpr (Nat.add_zero n)) h
  constructor
  · rw [main, (pairing_values c m).1, map_smul, smul_eq_mul]
    ring
  · rw [main, (pairing_values c m).2, map_zero, mul_zero]

end

end WickFieldPower
```

```lean
#print axioms WickFieldPower.wick_expansion
-- 'WickFieldPower.wick_expansion' depends on axioms: [propext, Classical.choice, Quot.sound]
#print axioms WickFieldPower.vacuum_moments
-- 'WickFieldPower.vacuum_moments' depends on axioms: [propext, Classical.choice, Quot.sound]
```

## The expansion as Lean states it

The theorem `wick_expansion` says that, for every natural number $n$,

$$(A+B)^n=\sum_{l=0}^{\lfloor n/2\rfloor}\ \sum_{j+k=n-2l}\frac{n!}{j!\,k!\,l!\,2^l}\;c^l B^jA^k .$$

The outer sum runs over `range (n / 2 + 1)`, where the division is that of natural numbers, so $2l\le n$ and the subtraction `n - 2 * l` is a true one. The inner sum runs over the pairs `p` in `antidiagonal (n - 2 * l)`, with `p.1` $=j$ and `p.2` $=k$. The coefficient is a rational number acting on $R$ by scalar multiplication. For $n=2$ the formula reads $(A+B)^2=B^2+2BA+A^2+c$.

The hypothesis `hc` defines $c$ as the commutator, and `hA` and `hB` say that it commutes with $A$ and $B$. It need not be a number or commute with the rest of $R$. No adjoint appears, so $B$ need not be $A^\dagger$.

## Bosonic fields and vacuum moments

For a harmonic oscillator, $A$ and $B$ are multiples of $a$ and $a^\dagger$, and $c$ is a number, the contraction of the field with itself. The index $l$ counts contracted pairs. The coefficient is the number of ways to choose $l$ disjoint pairs among $n$ factors and to divide the others into $j$ creation and $k$ annihilation parts.

The theorem `vacuum_moments` adds a linear functional $\omega$ with $\omega(Bx)=0$ and $\omega(xA)=0$ for all $x$. These conditions stand for $\langle 0|B=0$ and $A|0\rangle=0$. They give

$$\omega\big((A+B)^{2m}\big)=\frac{(2m)!}{m!\,2^m}\,\omega(c^m),\qquad \omega\big((A+B)^{2m+1}\big)=0 .$$

If $c$ is a positive rational number and $\omega(1)=1$, these are the moments of a Gaussian with mean zero and variance $c$. Normalisation is not assumed, and $\omega$ takes rational values, so functionals with arbitrary real or complex values are not covered as stated.

For a single bosonic field with a central contraction, the expansion puts the powers of a displacement in an anharmonic potential into normal order. Wick's theorem in field theory also treats products of different fields, time ordering and fermions, while here one and the same field is raised to a power.

The algebra must contain all the products involved. For unbounded operators this can be arranged by letting them act on a common invariant domain. Oscillator matrices truncated to two or more levels do not qualify: their commutator is altered at the highest level and no longer commutes with $a$.

A concrete model is given by `wick_expansion_witness`. On rational polynomials, $A=d/dX$ and $B$ = multiplication by $X$ have $c=1$, and the constant coefficient of $T(1)$ vanishes for $T=BS$ and for $T=SA$.

## From one contraction to all of them

Write $x^{[k]}=x^k/k!$, so that $(k+1)x^{[k+1]}=x\,x^{[k]}$. First we show

$$A\,B^{[j+1]}=B^{[j+1]}A+c\,B^{[j]} .$$

For $j=0$ this is $AB=BA+c$. If it holds for $j$, then

$$\begin{aligned}(j+2)\,A\,B^{[j+2]}&=(BA+c)\,B^{[j+1]}\\&=B\big(B^{[j+1]}A+c\,B^{[j]}\big)+c\,B^{[j+1]}\\&=(j+2)\,B^{[j+2]}A+(j+1)\,c\,B^{[j+1]}+c\,B^{[j+1]}\\&=(j+2)\big(B^{[j+2]}A+c\,B^{[j+1]}\big),\end{aligned}$$

and division by $j+2$ gives the next case.

Next we need a Leibniz rule. For sequences $f,g$ in $R$, write the factor $n+1$ as $i+k$ in each term of a sum over $i+k=n+1$, and shift the index in each half:

$$(n+1)\!\!\sum_{i+k=n+1}\!\! f_ig_k=\sum_{i+k=n}(i+1)f_{i+1}\,g_k+\sum_{i+k=n}f_i\,(k+1)g_{k+1}.$$

Let $N_n=\sum_{j+k=n}B^{[j]}A^{[k]}$ be the normal-ordered power divided by $n!$. The Leibniz rule gives

$$(m+2)N_{m+2}=\sum_{j+k=m+1}\big(B\,B^{[j]}A^{[k]}+B^{[j]}A\,A^{[k]}\big).$$

In $(A+B)N_{m+1}$ the factor $A$ stands to the left of $B^{[j]}$. Moving it through costs $c\,B^{[j-1]}A^{[k]}$ for each $j\ge1$, and these terms add up to $cN_m$. Hence

$$(A+B)N_{m+1}=(m+2)N_{m+2}+c\,N_m,\qquad (A+B)N_0=N_1 .$$

Define pairing weights by $w_0=1$, $w_1=0$ and $w_{i+2}=c\,w_i/(i+2)$; they are the coefficients of $\exp(ct^2/2)$. Set $S_n=\sum_{i+r=n}w_iN_r$. By the Leibniz rule and $w_1=0$,

$$(n+1)S_{n+1}=\sum_{i+r=n-1}c\,w_iN_r+\sum_{i+r=n}w_i\,(r+1)N_{r+1},$$

where the first sum is empty for $n=0$. Since $w_i$ commutes with $A+B$, the rule for $(A+B)N_r$ turns $(A+B)S_n$ into the same two sums. So $(n+1)S_{n+1}=(A+B)S_n$, and with $S_0=1$ induction gives $(A+B)^n=n!\,S_n$.

Finally, the recursion gives $w_{2l}=c^l/(l!\,2^l)$ and $w_{2l+1}=0$. Inserting these values and the definition of $N_{n-2l}$ yields the expansion.

For the moments, apply $\omega$ to $n!\,S_n$. A term with a factor $A$ on the right vanishes. A term with only factors $B$ vanishes after one $B$ is moved left past $w_i$. What remains is $\omega((A+B)^n)=n!\,\omega(w_n)$.

## The recursion in the Lean proof

The definitions `divPow`, `normalPow` and `pairing` are $x^{[k]}$, $N_n$ and $w_i$. In `cauchy_leibniz`, the facts `h1` and `h2` are the two index shifts, in which the boundary term has weight zero. The lemma `succ_smul_divPow` is the degree rule for divided powers.

The first induction is `mul_divPow_succ`. It uses `smul_right_injective` to compare both sides after multiplication by $j+2$, and `module` collects the coefficients at the end. In `field_mul_normalPow`, the fact `key` moves $A$ through the sum, and `cauchy_leibniz` identifies the remaining terms with $(m+2)N_{m+2}$.

The lemma `pairing_commute` lets the weights pass the field, and `pairing_values` evaluates them by induction on $l$. In `field_pow_eq_pairing`, `step` is the recursion for $S_n$. Its case $n=0$ is treated separately, and otherwise `h1` matches a raised weight with a contraction.

To reach the explicit formula, `wick_expansion` applies `Finset.sum_of_injOn` to the map $l\mapsto(2l,n-2l)$; the pairs it misses have an odd first entry and weight zero. In `vacuum_moments`, `Finset.sum_eq_single` selects the pair $(n,0)$, and a case distinction on the powers of $A$ and $B$ removes all other terms through `hr` and `hl`.
